# Each smoothing power of a spherical pseudo-charge gains one power of $G$ in the decay of its sine integral

A Weinert-type Poisson solver continues the smooth interstitial charge into each muffin-tin sphere, adds a localised pseudo-charge there so that the multipole moments match those of the true charge, and truncates the Fourier series at a cutoff. How fast the discarded coefficients of the added pseudo-charge fall depends on how smoothly it vanishes at the sphere. For the spherical ($\ell=0$) profile $p^N$, with $p(r)=1-r^2/R^2$, the decay exponent is fixed by $N$.

## The sharp exponent

For $R>0$ and $N=0,1,2,\dots$ let
$$F_N(G)=\int_0^R r\,p(r)^N\sin(Gr)\,dr,\qquad S_N(G)=G^{N+1}F_N(G).$$
Then $S_N$ is bounded on $G\ge1$ but does not tend to zero as $G\to\infty$. For real $s$, $G^s|F_N(G)|$ is bounded on $G\ge1$ exactly when $s\le N+1$.

## From the sine integral to the Fourier coefficient

The three-dimensional Fourier integral of the profile is $(4\pi/G)F_N(G)$, so its envelope falls as $G^{-(N+2)}$. Dividing by $G^2$ in Poisson's equation adds two more powers. Dividing the Fourier integral by the cell volume gives the Fourier coefficient in a periodic cell. This division, like normalising the profile to a given nonzero charge, changes the prefactor but not the exponent.

## Two integrations by parts

For smooth $u$,
$$G^2\!\int_0^R\! u\sin(Gr)\,dr=u'(R)\sin GR-G\,[u(R)\cos GR-u(0)]-\int_0^R\! u''\sin(Gr)\,dr.$$

Taking $u=r$ gives $S_0=\sin(GR)/G-R\cos GR$.

Taking $u=rp$, with $u'=3p-2$ and $u''=-6r/R^2$, gives
$$S_1=\frac{6}{R^2}\frac{S_0}{G}-2\sin GR.$$

For $u=rp^{N+2}$, using $r^2/R^2=1-p$,
$$u'=(2N+5)p^{N+2}-2(N+2)p^{N+1},$$
$$u''=\frac{4(N+1)(N+2)}{R^2}rp^N-\frac{2(N+2)(2N+5)}{R^2}rp^{N+1}.$$
All boundary terms vanish. Multiplying by $G^{N+1}$ gives
$$S_{N+2}=\frac{2(N+2)(2N+5)}{R^2}\frac{S_{N+1}}{G}-\frac{4(N+1)(N+2)}{R^2}S_N.$$

Boundedness follows by two-step induction. Conversely, if $S_{N+2}\to0$, then $S_N\to0$, because $S_{N+1}/G\to0$ and the last coefficient is nonzero. Descending in steps of two would force $\cos GR$ or $\sin GR$ to tend to zero, which is false.

If $G^s|F_N|\le K$ with $s>N+1$, then $|S_N|\le K\,G^{-(s-N-1)}\to0$, a contradiction. If $s\le N+1$, then $G^s\le G^{N+1}$ on $G\ge1$, and the bound on $S_N$ suffices.

**Numbers for $R=1$.** At $G=2\pi k$, with $k$ a positive integer, $S_0=-1$, $S_1=-6/G$ and $S_2=8-120/G^2$. From $G=10\pi$ to $20\pi$, $|F_0|$ halves, while $F_2$ drops from $2.54\times10^{-4}$ to $3.21\times10^{-5}$, a factor of about $7.9$, close to $2^3$. For profiles normalised to unit charge, the three-dimensional Fourier integrals at $G=10\pi$ are about $-3.04\times10^{-3}$ for $N=0$ and $1.06\times10^{-4}$ for $N=2$.

## The Lean file

```lean
import Mathlib

open Filter Topology

namespace PseudoChargeDecay

noncomputable section

/-- The radial sine integral `∫₀ᴿ r (1 - r²/R²)^N sin(G r) dr` of the pseudo-charge profile
with smoothing power `N` in a sphere of radius `R ≠ 0`. -/
def sineIntegral (R : ℝ) (N : ℕ) (G : ℝ) : ℝ :=
  ∫ r in (0 : ℝ)..R, r * (1 - r ^ 2 / R ^ 2) ^ N * Real.sin (G * r)

/-- The sine integral multiplied by `G^(N+1)`, for `R ≠ 0`. -/
def scaledIntegral (R : ℝ) (N : ℕ) (G : ℝ) : ℝ := G ^ (N + 1) * sineIntegral R N G

/-- The radial derivative of the pseudo-charge profile with smoothing power `N + 1`. -/
theorem profile_hasDerivAt (R : ℝ) (N : ℕ) (r : ℝ) :
    HasDerivAt (fun r : ℝ => (1 - r ^ 2 / R ^ 2) ^ (N + 1))
      (-(2 * ((N : ℝ) + 1) / R ^ 2 * (r * (1 - r ^ 2 / R ^ 2) ^ N))) r := by
  have hw : HasDerivAt (fun r : ℝ => 1 - r ^ 2 / R ^ 2) (-(2 * r / R ^ 2)) r :=
    (((hasDerivAt_pow 2 r).div_const (R ^ 2)).const_sub 1).congr_deriv (by norm_num)
  exact (hw.fun_pow (N + 1)).congr_deriv (by rw [Nat.add_sub_cancel]; push_cast; ring)

/-- Double integration by parts against `sin(G r)`, for a function `u` with first derivative
`v` and continuous second derivative `w`. -/
theorem parts_twice (u v w : ℝ → ℝ) (h1 : ∀ r, HasDerivAt u (v r) r)
    (h2 : ∀ r, HasDerivAt v (w r) r) (hw : Continuous w) (R G : ℝ) :
    G ^ 2 * (∫ r in (0 : ℝ)..R, u r * Real.sin (G * r)) =
      v R * Real.sin (G * R) - G * (u R * Real.cos (G * R) - u 0) -
        ∫ r in (0 : ℝ)..R, w r * Real.sin (G * r) := by
  have hu : Continuous u := continuous_iff_continuousAt.2 fun r => (h1 r).continuousAt
  have hd : ∀ r, HasDerivAt (fun r => v r * Real.sin (G * r) - G * (u r * Real.cos (G * r)))
      (w r * Real.sin (G * r) + G ^ 2 * (u r * Real.sin (G * r))) r := fun r =>
    (((h2 r).fun_mul ((hasDerivAt_id' r).const_mul G).sin).fun_sub
      (((h1 r).fun_mul ((hasDerivAt_id' r).const_mul G).cos).const_mul G)).congr_deriv
      (by ring)
  have h := intervalIntegral.integral_eq_sub_of_hasDerivAt (a := 0) (b := R)
    (fun r _ => hd r) (Continuous.intervalIntegrable (by fun_prop) _ _)
  rw [intervalIntegral.integral_add, intervalIntegral.integral_const_mul] at h
  · simp only [mul_zero, Real.sin_zero, Real.cos_zero, mul_one] at h
    linear_combination h
  all_goals exact Continuous.intervalIntegrable (by fun_prop) _ _

/-- The scaled integrals for smoothing powers 0 and 1: an oscillation in `G R` plus a term
damped by `1/G`, for `R > 0` and `G > 0`. -/
theorem scaled_zero_one {R : ℝ} (hR : 0 < R) :
    (∀ G, 0 < G → scaledIntegral R 0 G =
      1 * (Real.sin (G * R) / G) - R * Real.cos (G * R)) ∧
    (∀ G, 0 < G → scaledIntegral R 1 G =
      6 / R ^ 2 * (scaledIntegral R 0 G / G) - 2 * Real.sin (G * R)) := by
  constructor <;> intro G hG
  · have h : G ^ 2 * sineIntegral R 0 G =
        Real.sin (G * R) - G * (R * Real.cos (G * R)) := by
      simpa only [sineIntegral, pow_zero, mul_one, one_mul, zero_mul, sub_zero,
        intervalIntegral.integral_zero] using parts_twice (fun r => r) (fun _ => 1)
          (fun _ => 0) (fun r => hasDerivAt_id' r) (fun r => hasDerivAt_const r 1)
          continuous_const R G
    unfold scaledIntegral
    rw [one_mul, eq_sub_iff_add_eq, eq_div_iff hG.ne']
    linear_combination h
  · have h := parts_twice (fun r => r * (1 - r ^ 2 / R ^ 2) ^ 1)
      (fun r => 3 * (1 - r ^ 2 / R ^ 2) ^ (0 + 1) - 2)
      (fun r => -(6 / R ^ 2) * (r * (1 - r ^ 2 / R ^ 2) ^ 0))
      (fun r => ((hasDerivAt_id' r).fun_mul (profile_hasDerivAt R 0 r)).congr_deriv
        (by push_cast; ring))
      (fun r => (((profile_hasDerivAt R 0 r).const_mul 3).sub_const 2).congr_deriv
        (by push_cast; ring)) (by fun_prop) R G
    have hi : (∫ r in (0 : ℝ)..R, -(6 / R ^ 2) * (r * (1 - r ^ 2 / R ^ 2) ^ 0) *
        Real.sin (G * r)) = -(6 / R ^ 2) * sineIntegral R 0 G := by
      unfold sineIntegral
      rw [← intervalIntegral.integral_const_mul]
      congr 1; ext r; ring
    change G ^ 2 * sineIntegral R 1 G = _ at h
    rw [hi, div_self (pow_ne_zero 2 hR.ne')] at h
    have hx : scaledIntegral R 0 G / G = sineIntegral R 0 G := by
      unfold scaledIntegral; rw [div_eq_iff hG.ne']; ring
    rw [hx]
    unfold scaledIntegral
    linear_combination h

/-- Three-term relation in the smoothing power, for `R > 0` and `G > 0`. -/
theorem scaled_add_two {R : ℝ} (hR : 0 < R) (N : ℕ) : ∀ G, 0 < G →
    scaledIntegral R (N + 2) G =
      2 * ((N : ℝ) + 2) * (2 * N + 5) / R ^ 2 * (scaledIntegral R (N + 1) G / G) -
        4 * ((N : ℝ) + 1) * (N + 2) / R ^ 2 * scaledIntegral R N G := by
  intro G hG
  have h := parts_twice (fun r => r * (1 - r ^ 2 / R ^ 2) ^ (N + 2))
    (fun r => (2 * (N : ℝ) + 5) * (1 - r ^ 2 / R ^ 2) ^ (N + 2) -
      2 * ((N : ℝ) + 2) * (1 - r ^ 2 / R ^ 2) ^ (N + 1))
    (fun r => 4 * ((N : ℝ) + 1) * (N + 2) / R ^ 2 * (r * (1 - r ^ 2 / R ^ 2) ^ N) -
      2 * ((N : ℝ) + 2) * (2 * N + 5) / R ^ 2 * (r * (1 - r ^ 2 / R ^ 2) ^ (N + 1)))
    (fun r => ((hasDerivAt_id' r).fun_mul (profile_hasDerivAt R (N + 1) r)).congr_deriv
      (by push_cast; ring))
    (fun r => (((profile_hasDerivAt R (N + 1) r).const_mul _).fun_sub
      ((profile_hasDerivAt R N r).const_mul _)).congr_deriv (by push_cast; ring))
    (by fun_prop) R G
  have hi : ∀ a b : ℝ, (∫ r in (0 : ℝ)..R, (b * (r * (1 - r ^ 2 / R ^ 2) ^ N) -
      a * (r * (1 - r ^ 2 / R ^ 2) ^ (N + 1))) * Real.sin (G * r)) =
      b * sineIntegral R N G - a * sineIntegral R (N + 1) G := by
    intro a b
    unfold sineIntegral
    rw [← intervalIntegral.integral_const_mul, ← intervalIntegral.integral_const_mul,
      ← intervalIntegral.integral_sub]
    · congr 1; ext r; ring
    all_goals exact Continuous.intervalIntegrable (by fun_prop) _ _
  change G ^ 2 * sineIntegral R (N + 2) G = _ at h
  -- the profile and its slope vanish at the sphere
  rw [hi, div_self (pow_ne_zero 2 hR.ne'), sub_self, zero_pow (show N + 2 ≠ 0 by omega),
    zero_pow (show N + 1 ≠ 0 by omega)] at h
  have hx : scaledIntegral R (N + 1) G / G = G ^ (N + 1) * sineIntegral R (N + 1) G := by
    unfold scaledIntegral; rw [div_eq_iff hG.ne']; ring
  rw [hx]
  unfold scaledIntegral
  linear_combination G ^ (N + 1) * h

/-- If `f = A x/G - B y` for `G > 0`, with `x` and `y` bounded on `G ≥ 1`, then `f` is
bounded there; if `x` is bounded, `B ≠ 0` and `f` tends to zero, then so does `y`. -/
theorem damped_relation {f x y : ℝ → ℝ} {A B : ℝ}
    (hf : ∀ G, 0 < G → f G = A * (x G / G) - B * y G)
    (hx : ∃ K, ∀ G, 1 ≤ G → |x G| ≤ K) :
    ((∃ K, ∀ G, 1 ≤ G → |y G| ≤ K) → ∃ K, ∀ G, 1 ≤ G → |f G| ≤ K) ∧
      (B ≠ 0 → Tendsto f atTop (𝓝 0) → Tendsto y atTop (𝓝 0)) := by
  obtain ⟨X, hX⟩ := hx
  have hd : ∀ G, 1 ≤ G → |x G / G| ≤ X / G := fun G hG => by
    have hG0 : 0 < G := by linarith
    rw [abs_div, abs_of_pos hG0]
    exact div_le_div_of_nonneg_right (hX G hG) hG0.le
  constructor
  · rintro ⟨Y, hY⟩
    refine ⟨|A| * X + |B| * Y, fun G hG => ?_⟩
    have h1 : |x G / G| ≤ X :=
      (hd G hG).trans (div_le_self ((abs_nonneg _).trans (hX G hG)) hG)
    have h2 := hY G hG
    rw [hf G (by linarith)]
    calc |A * (x G / G) - B * y G| ≤ |A * (x G / G)| + |B * y G| := by
          simpa only [Real.norm_eq_abs] using norm_sub_le (A * (x G / G)) (B * y G)
      _ ≤ |A| * X + |B| * Y := by rw [abs_mul, abs_mul]; gcongr
  · intro hB h
    have h1 : Tendsto (fun G => x G / G) atTop (𝓝 0) := by
      refine squeeze_zero_norm' (a := fun G : ℝ => X / G) ?_
        (tendsto_const_nhds.div_atTop tendsto_id)
      filter_upwards [eventually_ge_atTop (1 : ℝ)] with G hG
      exact hd G hG
    have h2 := ((h1.const_mul A).sub h).const_mul B⁻¹
    rw [mul_zero, sub_zero, mul_zero] at h2
    refine h2.congr' ?_
    filter_upwards [eventually_gt_atTop (0 : ℝ)] with G hG
    rw [hf G hG, sub_sub_cancel, inv_mul_cancel_left₀ hB]

/-- For `R > 0`, the oscillation `cos(G R - φ)` does not tend to zero at large `G`. -/
theorem cos_not_tendsto_zero {R : ℝ} (hR : 0 < R) (φ : ℝ) :
    ¬ Tendsto (fun G : ℝ => Real.cos (G * R - φ)) atTop (𝓝 0) := by
  intro h
  -- wave numbers at which the cosine equals one
  have hg : Tendsto (fun k : ℕ => ((k : ℝ) * (2 * Real.pi) + φ) / R) atTop atTop :=
    (tendsto_atTop_add_const_right atTop _
      (tendsto_natCast_atTop_atTop.atTop_mul_const Real.two_pi_pos)).atTop_div_const hR
  have h1 : Tendsto (fun _ : ℕ => (1 : ℝ)) atTop (𝓝 0) := by
    refine (h.comp hg).congr fun k => ?_
    simp only [Function.comp_apply]
    rw [div_mul_cancel₀ _ hR.ne', add_sub_cancel_right, Real.cos_nat_mul_two_pi]
  exact one_ne_zero (tendsto_nhds_unique tendsto_const_nhds h1)

/-- For `R > 0`, `G^(N+1)` times the sine integral is bounded on `G ≥ 1`. -/
theorem scaled_bounded {R : ℝ} (hR : 0 < R) :
    ∀ N : ℕ, ∃ K, ∀ G, 1 ≤ G → |scaledIntegral R N G| ≤ K
  | 0 => (damped_relation (scaled_zero_one hR).1 ⟨1, fun _ _ => Real.abs_sin_le_one _⟩).1
      ⟨1, fun _ _ => Real.abs_cos_le_one _⟩
  | 1 => (damped_relation (scaled_zero_one hR).2 (scaled_bounded hR 0)).1
      ⟨1, fun _ _ => Real.abs_sin_le_one _⟩
  | N + 2 => (damped_relation (scaled_add_two hR N) (scaled_bounded hR (N + 1))).1
      (scaled_bounded hR N)

/-- For `R > 0`, `G^(N+1)` times the sine integral does not tend to zero at large `G`. -/
theorem scaled_not_tendsto_zero {R : ℝ} (hR : 0 < R) :
    ∀ N : ℕ, ¬ Tendsto (scaledIntegral R N) atTop (𝓝 0)
  | 0, h => cos_not_tendsto_zero hR 0 (by
      simpa only [sub_zero] using (damped_relation (scaled_zero_one hR).1
        ⟨1, fun _ _ => Real.abs_sin_le_one _⟩).2 hR.ne' h)
  | 1, h => cos_not_tendsto_zero hR (Real.pi / 2) (by
      simpa only [Real.cos_sub_pi_div_two] using (damped_relation (scaled_zero_one hR).2
        (scaled_bounded hR 0)).2 two_ne_zero h)
  | N + 2, h => scaled_not_tendsto_zero hR N
      ((damped_relation (scaled_add_two hR N) (scaled_bounded hR (N + 1))).2
        (by positivity) h)

/-- For `R > 0` and real `s`, `G^s` times the magnitude of the sine integral is bounded on
`G ≥ 1` exactly when `s ≤ N + 1`: each smoothing power gains exactly one power of `G`. -/
theorem bounded_iff_exponent_le {R : ℝ} (hR : 0 < R) (N : ℕ) (s : ℝ) :
    (∃ K, ∀ G : ℝ, 1 ≤ G → G ^ s * |sineIntegral R N G| ≤ K) ↔ s ≤ (N : ℝ) + 1 := by
  constructor
  · rintro ⟨K, hK⟩
    by_contra hs
    -- a faster decay would send the scaled integral to zero
    have hlim := (tendsto_rpow_neg_atTop (sub_pos.2 (not_le.1 hs))).const_mul K
    rw [mul_zero] at hlim
    refine scaled_not_tendsto_zero hR N (squeeze_zero_norm' ?_ hlim)
    filter_upwards [eventually_ge_atTop (1 : ℝ)] with G hG
    have hG0 : 0 < G := by linarith
    have e : G ^ (N + 1) = G ^ s * G ^ (-(s - ((N : ℝ) + 1))) := by
      rw [← Real.rpow_add hG0, ← Real.rpow_natCast]
      congr 1
      push_cast
      ring
    rw [scaledIntegral, Real.norm_eq_abs, abs_mul, abs_of_pos (pow_pos hG0 (N + 1)), e]
    linarith [mul_le_mul_of_nonneg_right (hK G hG)
      (Real.rpow_nonneg hG0.le (-(s - ((N : ℝ) + 1))))]
  · intro hs
    obtain ⟨M, hM⟩ := scaled_bounded hR N
    refine ⟨M, fun G hG => ?_⟩
    have hp : G ^ s ≤ G ^ (N + 1) := by
      rw [← Real.rpow_natCast]
      exact Real.rpow_le_rpow_of_exponent_le hG (by push_cast; exact hs)
    have hm := hM G hG
    rw [scaledIntegral, abs_mul, abs_of_pos (pow_pos (by linarith) (N + 1))] at hm
    exact (mul_le_mul_of_nonneg_right hp (abs_nonneg _)).trans hm

end

end PseudoChargeDecay
```

```lean
#print axioms PseudoChargeDecay.bounded_iff_exponent_le
-- 'PseudoChargeDecay.bounded_iff_exponent_le' depends on axioms: [propext, Classical.choice, Quot.sound]
```

`sineIntegral R N G` is $F_N(G)$ and `scaledIntegral R N G` is $S_N(G)$. The three results are `scaled_bounded`, `scaled_not_tendsto_zero` and `bounded_iff_exponent_le`. In each bound, `K` is chosen before `G`, so it may depend on $R$, $N$ and $s$ but not on $G$.

`parts_twice` is the integration by parts, with derivatives supplied by `profile_hasDerivAt`. `scaled_zero_one` and `scaled_add_two` give the relations for $S_N$; their `linear_combination` steps do the final algebra. `damped_relation` carries boundedness up and convergence to zero down, and `cos_not_tendsto_zero` ends the descent by sampling where the cosine is one. The last theorem compares powers of $G$ as above.

## Constants, lattice vectors and higher multipoles

The theorems fix an exponent at given $N$ and supply no numerical value for `K`. They therefore do not select the best $N$ at a finite cutoff: at fixed nonzero total charge, a larger $N$ also concentrates the charge, which can raise the magnitude of low-$G$ coefficients.

The upper bound applies to any reciprocal-lattice vector of length at least 1 in the chosen units. The failure to tend to zero is proved for continuous real $G$. For odd $N$ the leading oscillation is $\sin GR$, and the lengths along a single row of reciprocal-lattice vectors, the multiples of one vector, can all fall on its zeros. The decay along that row is then faster, as with $S_1=-6/G$ at $G=2\pi k$ above.

Profiles with $\ell>0$, the matching of multipole moments and the error of the truncated potential need separate arguments.
